# Exponential upper bound on a decaying solution of \(u'' \ge k^2 u\), applied to a radial Dyson orbital in a local potential

Q: The usual argument about the tail of an orbital gives wrong estimates. One says that the potential vanishes at large radius \(r\), so the radial function \(u\) falls like \(e^{-\kappa r}\) with \(\kappa=\sqrt{2I_p}\), where \(I_p\) is the ionization energy in atomic units. For hydrogen, \(u=2re^{-r}\) and \(\kappa=1\). If I cut my grid at \(R=8\) and estimate the lost norm as \(u(R)^2/2\kappa=128\,e^{-16}\), I am below the true value \(145\,e^{-16}\). What inequality actually holds?

A: One with a slightly smaller rate. Let \(k>0\), let \(u\) be continuous on \([R,\infty)\) and twice differentiable beyond \(R\) with \(u''\ge k^2u\), and let \(u\to0\). Then
\[ u(r)\le u(R)\,e^{-k(r-R)}\qquad(r\ge R). \]
The derivation has three steps. First, put \(g(r)=e^{-kr}(u'+ku)\). Then
\[ g'=e^{-kr}\left(-ku'-k^2u+u''+ku'\right)=e^{-kr}\left(u''-k^2u\right)\ge0, \]
so \(g\) is nondecreasing. Second, suppose \(g(a)>0\) at some \(a>R\), and write \(g(a)=2kd\) with \(d>0\). The function \(F(r)=e^{kr}u-d\,e^{2kr}\) has
\[ F'=e^{kr}(u'+ku)-2kd\,e^{2kr}=e^{2kr}\left(g(r)-g(a)\right)\ge0\qquad(r>a). \]
Hence \(F(a)\le F(b)\) for \(b\ge a\), and multiplying by \(e^{-2kb}\) gives
\[ e^{-2kb}F(a)\le e^{-kb}u(b)-d. \]
As \(b\to\infty\) this becomes \(0\le-d\), a contradiction, so \(u'+ku\le0\) everywhere beyond \(R\). Third, \((e^{kr}u)'=e^{kr}(u'+ku)\le0\), so \(e^{kr}u(r)\le e^{kR}u(R)\), which is the bound.

Q: That is a statement about a differential inequality. In the Lehmann representation the removal part of the Green's function has a pole at \(\omega=E_0^N-E_n^{N-1}=-I_p\), the difference of the \(N\)-electron ground-state energy and an \((N-1)\)-electron energy. Its residue is built from the Dyson orbital \(\langle\Psi_n^{N-1}|\hat\psi(\mathbf r)|\Psi_0^N\rangle\), the overlap of those two states through the field operator. Where is that object in the Lean statement?

A: It is not constructed. The statement starts from the real radial function \(u\), where the orbital is \(u(r)/r\) times a spherical harmonic. The structure `RadialProfile u u' u'' R` says that \(u\) is continuous on \([R,\infty)\) and that the functions `u'` and `u''` are its first and second derivatives for \(r>R\). Continuity of \(u''\) is not required, no derivative is required at \(R\) itself, and \(R\) is any real number.

```lean
import Mathlib

open Real Set Filter Topology

namespace DysonOrbitalDecay

noncomputable section

/-- A radial function `u`, continuous on `[R, ∞)`, with first derivative `u'` and second
derivative `u''` at every `r > R`. -/
structure RadialProfile (u u' u'' : ℝ → ℝ) (R : ℝ) : Prop where
  cont : ContinuousOn u (Ici R)
  d1 : ∀ r, R < r → HasDerivAt u (u' r) r
  d2 : ∀ r, R < r → HasDerivAt u' (u'' r) r
```

The physics enters as a hypothesis. `SolvesRadialDyson V Ip u u'' R` is
\[ -\tfrac12u''+Vu=-I_p\,u\qquad(r>R), \]
in Hartree atomic units, with \(V\) a local effective potential that includes the centrifugal term.

```lean
/-- The radial equation `-u''/2 + V u = -Ip u` for `r > R` in atomic units, with local
effective potential `V` and ionization energy `Ip`. -/
def SolvesRadialDyson (V : ℝ → ℝ) (Ip : ℝ) (u u'' : ℝ → ℝ) (R : ℝ) : Prop :=
  ∀ r, R < r → -(1 / 2) * u'' r + V r * u r = -Ip * u r
```

Q: The self-energy is nonlocal and depends on energy. A local \(V\) looks like the kind of idealisation that empties the claim.

A: It restricts the claim, and it is worth seeing where. \(V\) is an arbitrary function of \(r\) with no regularity assumed. Wherever \(u>0\), the equation merely defines \(V=u''/2u-I_p\). The real assumption comes later, as \(V\ge-\varepsilon\) for a constant \(\varepsilon\), or \(V\to0\). It stands for the physical picture of an electron far from the ion that feels only a weak residual attraction and is decoupled from other ionic channels. It is assumed and not derived from a many-body Hamiltonian. Nonlocal exchange or channel coupling can violate it, and then an orbital may decay more slowly than its own \(I_p\) suggests. So the result bounds orbital tails in electronic structure for a single radial channel with an asymptotically small local potential. The two definitions below fix the hydrogen example; `hydrogenic` is \(re^{-r}\), half the normalised \(2re^{-r}\).

```lean
/-- The attractive Coulomb potential `-1/r`. -/
def coulomb (r : ℝ) : ℝ := -1 / r

/-- The radial function `r exp(-r)`. -/
def hydrogenic (r : ℝ) : ℝ := r * exp (-r)
```

Q: Your three steps use "nonnegative derivative implies nondecreasing" each time. How does the proof get it?

A: From the mean value theorem. `le_of_deriv_nonneg` takes a point \(c\) from `exists_hasDerivAt_eq_slope`, where \(f'(c)=(f(b)-f(a))/(b-a)\), and reads off \(f(a)\le f(b)\). It needs the derivative only inside the interval, which is why continuity at \(R\) suffices. The next lemma gives the derivative of \(e^{cr}\) for a constant \(c\).

```lean
/-- A function continuous on `[a, b]` with nonnegative derivative inside has `f a ≤ f b`. -/
theorem le_of_deriv_nonneg {f f' : ℝ → ℝ} {a b : ℝ} (hab : a ≤ b)
    (hc : ContinuousOn f (Icc a b)) (hd : ∀ x ∈ Ioo a b, HasDerivAt f (f' x) x)
    (h0 : ∀ x ∈ Ioo a b, 0 ≤ f' x) : f a ≤ f b := by
  rcases hab.eq_or_lt with rfl | hlt
  · exact le_rfl
  · obtain ⟨c, hc1, hc2⟩ := exists_hasDerivAt_eq_slope f f' hlt hc hd
    have h := h0 c hc1
    rw [hc2, le_div_iff₀ (sub_pos.2 hlt)] at h
    linarith

/-- The derivative of `exp(c r)` is `exp(c r) c`. -/
theorem hasDerivAt_exp_mul (c x : ℝ) :
    HasDerivAt (fun y => exp (c * y)) (exp (c * x) * c) x :=
  ((hasDerivAt_id' x).const_mul c).exp.congr_deriv (by simp)
```

`flux_mono` is the first step. `hG` is the product rule for \(g\), and `nlinarith` matches that derivative with the product \(e^{-kx}(u''-k^2u)\) of two nonnegative factors. No sign of \(k\) or of \(u\) is used.

```lean
variable {u u' u'' V : ℝ → ℝ} {R k : ℝ}

/-- If `u'' ≥ k² u` beyond `R`, then `exp(-k r) (u' + k u)` is nondecreasing beyond `R`. -/
theorem flux_mono (h : RadialProfile u u' u'' R) (hineq : ∀ r, R < r → k ^ 2 * u r ≤ u'' r)
    {a b : ℝ} (ha : R < a) (hab : a ≤ b) :
    exp (-k * a) * (u' a + k * u a) ≤ exp (-k * b) * (u' b + k * u b) := by
  have hG : ∀ x, R < x → HasDerivAt (fun y => exp (-k * y) * (u' y + k * u y))
      (exp (-k * x) * (-k) * (u' x + k * u x) + exp (-k * x) * (u'' x + k * u' x)) x :=
    fun x hx => (hasDerivAt_exp_mul (-k) x).fun_mul
      ((h.d2 x hx).fun_add ((h.d1 x hx).const_mul k))
  refine le_of_deriv_nonneg (f := fun y => exp (-k * y) * (u' y + k * u y))
    (f' := fun x => exp (-k * x) * (-k) * (u' x + k * u x) + exp (-k * x) * (u'' x + k * u' x))
    hab (fun x hx => (hG x (ha.trans_le hx.1)).continuousAt.continuousWithinAt)
    (fun x hx => hG x (ha.trans hx.1)) (fun x hx => ?_)
  -- the derivative equals exp(-k x) (u'' - k² u)
  show 0 ≤ exp (-k * x) * (-k) * (u' x + k * u x) + exp (-k * x) * (u'' x + k * u' x)
  nlinarith [mul_nonneg (exp_pos (-k * x)).le (sub_nonneg.2 (hineq x (ha.trans hx.1)))]
```

`slope_bound` is the second step. After `by_contra`, the number `d` is chosen with \(2kd=g(a)\). `hF` differentiates \(F\), `hm` is \(g(a)\le g(x)\) from `flux_mono`, and `key` is \(F(a)\le F(b)\). The `calc` block multiplies by \(e^{-2kb}\) to give `hb`, and `le_of_tendsto_of_tendsto` passes to the limit on both sides.

```lean
/-- If `k > 0`, `u'' ≥ k² u` beyond `R` and `exp(-k r) u(r) → 0`, then `u' + k u ≤ 0` at
every radius beyond `R`. -/
theorem slope_bound (hk : 0 < k) (h : RadialProfile u u' u'' R)
    (hineq : ∀ r, R < r → k ^ 2 * u r ≤ u'' r)
    (hlim : Tendsto (fun r => exp (-k * r) * u r) atTop (𝓝 0)) {a : ℝ} (ha : R < a) :
    u' a + k * u a ≤ 0 := by
  by_contra hcon
  have hc : 0 < exp (-k * a) * (u' a + k * u a) := mul_pos (exp_pos _) (not_le.1 hcon)
  obtain ⟨d, hd0, hd⟩ : ∃ d : ℝ, 0 < d ∧ d * (2 * k) = exp (-k * a) * (u' a + k * u a) :=
    ⟨_ / (2 * k), div_pos hc (by linarith), div_mul_cancel₀ _ (by positivity)⟩
  have hF : ∀ x, R < x → HasDerivAt (fun y => exp (k * y) * u y - d * exp (2 * k * y))
      (exp (k * x) * k * u x + exp (k * x) * u' x - d * (exp (2 * k * x) * (2 * k))) x :=
    fun x hx => ((hasDerivAt_exp_mul k x).fun_mul (h.d1 x hx)).fun_sub
      ((hasDerivAt_exp_mul (2 * k) x).const_mul d)
  have hb : ∀ b, a ≤ b → exp (-(2 * k) * b) * (exp (k * a) * u a - d * exp (2 * k * a))
      ≤ exp (-k * b) * u b - d := by
    intro b hab
    -- exp(k r) u - d exp(2 k r) is nondecreasing: u contains a growing component
    have key : exp (k * a) * u a - d * exp (2 * k * a)
        ≤ exp (k * b) * u b - d * exp (2 * k * b) := by
      refine le_of_deriv_nonneg (f := fun y => exp (k * y) * u y - d * exp (2 * k * y))
        (f' := fun x => exp (k * x) * k * u x + exp (k * x) * u' x
          - d * (exp (2 * k * x) * (2 * k)))
        hab (fun x hx => (hF x (ha.trans_le hx.1)).continuousAt.continuousWithinAt)
        (fun x hx => hF x (ha.trans hx.1)) (fun x hx => ?_)
      have hm : d * (2 * k) ≤ exp (-k * x) * (u' x + k * u x) := by
        rw [hd]; exact flux_mono h hineq ha hx.1.le
      have e1 : exp (2 * k * x) * exp (-k * x) = exp (k * x) := by
        rw [← exp_add]; congr 1; ring
      have h2 := mul_le_mul_of_nonneg_left hm (exp_pos (2 * k * x)).le
      have h3 : exp (2 * k * x) * (exp (-k * x) * (u' x + k * u x))
          = exp (k * x) * (u' x + k * u x) := by rw [← mul_assoc, e1]
      rw [h3] at h2
      show 0 ≤ exp (k * x) * k * u x + exp (k * x) * u' x - d * (exp (2 * k * x) * (2 * k))
      nlinarith [h2]
    have e2 : exp (-(2 * k) * b) * exp (k * b) = exp (-k * b) := by
      rw [← exp_add]; congr 1; ring
    have e3 : exp (-(2 * k) * b) * exp (2 * k * b) = 1 := by
      rw [← exp_add, show -(2 * k) * b + 2 * k * b = 0 by ring, exp_zero]
    calc _ ≤ exp (-(2 * k) * b) * (exp (k * b) * u b - d * exp (2 * k * b)) :=
          mul_le_mul_of_nonneg_left key (exp_pos _).le
      _ = _ := by linear_combination (u b) * e2 - d * e3
  have hE : Tendsto (fun b : ℝ => exp (-(2 * k) * b)) atTop (𝓝 0) :=
    tendsto_exp_atBot.comp (Tendsto.const_mul_atTop_of_neg (by linarith) tendsto_id)
  -- the limit b → ∞ gives 0 ≤ -d
  have hl := le_of_tendsto_of_tendsto
    (hE.mul_const (exp (k * a) * u a - d * exp (2 * k * a))) (hlim.sub_const d)
    ((eventually_ge_atTop a).mono hb)
  rw [zero_mul] at hl
  linarith
```

Q: The hypothesis `hlim` there is \(e^{-kr}u\to0\), not \(u\to0\).

A: The contradiction uses only that. It excludes the growing solution: \(u=e^{kr}\) satisfies \(u''=k^2u\), has \(e^{-kr}u=1\), and breaks the bound. The third step is proved under this weaker condition, with `key` stating that \(-e^{kr}u\) is nondecreasing on \([R,r]\). `decay_bound` then derives the weaker condition from \(u\to0\) as a product of two limits that vanish.

```lean
/-- If `k > 0`, `u'' ≥ k² u` beyond `R` and `exp(-k r) u(r) → 0`, then
`u(r) ≤ u(R) exp(-k (r - R))` for `r ≥ R`. -/
theorem decay_bound_of_subexponential (hk : 0 < k) (h : RadialProfile u u' u'' R)
    (hineq : ∀ r, R < r → k ^ 2 * u r ≤ u'' r)
    (hlim : Tendsto (fun r => exp (-k * r) * u r) atTop (𝓝 0)) {r : ℝ} (hr : R ≤ r) :
    u r ≤ u R * exp (-k * (r - R)) := by
  have hc : Continuous (fun x : ℝ => exp (k * x)) := by fun_prop
  -- exp(k r) u is nonincreasing
  have key : -(exp (k * R) * u R) ≤ -(exp (k * r) * u r) := by
    refine le_of_deriv_nonneg (f := fun y => -(exp (k * y) * u y))
      (f' := fun x => -(exp (k * x) * k * u x + exp (k * x) * u' x)) hr
      (hc.continuousOn.mul (h.cont.mono Icc_subset_Ici_self)).neg
      (fun x hx => ((hasDerivAt_exp_mul k x).fun_mul (h.d1 x hx.1)).fun_neg) (fun x hx => ?_)
    have hs := slope_bound hk h hineq hlim hx.1
    show 0 ≤ -(exp (k * x) * k * u x + exp (k * x) * u' x)
    nlinarith [mul_nonneg (exp_pos (k * x)).le (neg_nonneg.2 hs)]
  have e1 : exp (-k * r) * exp (k * r) = 1 := by
    rw [← exp_add, show -k * r + k * r = 0 by ring, exp_zero]
  have e2 : exp (-k * r) * exp (k * R) = exp (-k * (r - R)) := by
    rw [← exp_add]; congr 1; ring
  calc u r = exp (-k * r) * (exp (k * r) * u r) := by rw [← mul_assoc, e1, one_mul]
    _ ≤ exp (-k * r) * (exp (k * R) * u R) :=
        mul_le_mul_of_nonneg_left (by linarith) (exp_pos _).le
    _ = _ := by rw [← mul_assoc, e2, mul_comm]

/-- If `k > 0`, `u'' ≥ k² u` beyond `R` and `u → 0`, then `u(r) ≤ u(R) exp(-k (r - R))`
for `r ≥ R`. -/
theorem decay_bound (hk : 0 < k) (h : RadialProfile u u' u'' R)
    (hineq : ∀ r, R < r → k ^ 2 * u r ≤ u'' r) (hlim : Tendsto u atTop (𝓝 0))
    {r : ℝ} (hr : R ≤ r) : u r ≤ u R * exp (-k * (r - R)) := by
  have hE : Tendsto (fun b : ℝ => exp (-k * b)) atTop (𝓝 0) :=
    tendsto_exp_atBot.comp (Tendsto.const_mul_atTop_of_neg (by linarith) tendsto_id)
  have h0 := hE.mul hlim
  rw [zero_mul] at h0
  exact decay_bound_of_subexponential hk h hineq h0 hr
```

Q: Neither theorem assumes \(u\ge0\). An upper bound on a function of unknown sign says little about decay.

A: Alone, it bounds \(u\) and not \(|u|\); with \(u\ge0\) it bounds both. The freedom of sign has a use. Applying `decay_bound` to \(-u\) reverses both inequalities, so \(u''\le k^2u\) gives \(u(r)\ge u(R)e^{-k(r-R)}\). In the limiting case \(V=0\) beyond \(R\), with \(k=\sqrt{2I_p}\) and \(I_p>0\), one has \(u''=k^2u\), both theorems apply to a solution with \(u\to0\), and \(u(r)=u(R)e^{-k(r-R)}\). There the constant and the rate are attained.

```lean
/-- If `k > 0`, `u'' ≤ k² u` beyond `R` and `u → 0`, then `u(r) ≥ u(R) exp(-k (r - R))`
for `r ≥ R`. -/
theorem decay_lower_bound (hk : 0 < k) (h : RadialProfile u u' u'' R)
    (hineq : ∀ r, R < r → u'' r ≤ k ^ 2 * u r) (hlim : Tendsto u atTop (𝓝 0))
    {r : ℝ} (hr : R ≤ r) : u R * exp (-k * (r - R)) ≤ u r := by
  have hn := hlim.neg
  rw [neg_zero] at hn
  have hp : RadialProfile (fun r => -u r) (fun r => -u' r) (fun r => -u'' r) R :=
    ⟨h.cont.neg, fun x hx => (h.d1 x hx).fun_neg, fun x hx => (h.d2 x hx).fun_neg⟩
  have hi : ∀ x, R < x → k ^ 2 * (-u x) ≤ -u'' x := fun x hx => by
    have := hineq x hx
    linarith
  have hb : -u r ≤ -u R * exp (-k * (r - R)) := decay_bound hk hp hi hn hr
  linarith
```

Q: And the connection between \(k\) and the ionization energy?

A: The radial equation gives \(u''=2(V+I_p)u\). If \(V\ge-\varepsilon\) and \(u\ge0\) beyond \(R\), then
\[ u''-2(I_p-\varepsilon)u=2(V+\varepsilon)u\ge0. \]
This is where nonnegativity enters, as the product handed to `nlinarith`. Physically `hu` means that \(R\) lies at or beyond the last node and that the overall sign has been chosen. The condition `ε < Ip` makes \(V+I_p>0\), so the region is classically forbidden, and the rate is \(k=\sqrt{2(I_p-\varepsilon)}\). A negative \(\varepsilon\) is allowed: a potential bounded below by a positive constant gives a rate above \(\sqrt{2I_p}\).

```lean
/-- A nonnegative solution of the radial equation that tends to zero, with `V ≥ -ε` beyond
`R` and `ε < Ip`, obeys `u(r) ≤ u(R) exp(-√(2 (Ip - ε)) (r - R))` for `r ≥ R`. -/
theorem dyson_decay_bound {Ip ε : ℝ} (hε : ε < Ip) (h : RadialProfile u u' u'' R)
    (heq : SolvesRadialDyson V Ip u u'' R) (hV : ∀ r, R < r → -ε ≤ V r)
    (hu : ∀ r, R < r → 0 ≤ u r) (hlim : Tendsto u atTop (𝓝 0)) {r : ℝ} (hr : R ≤ r) :
    u r ≤ u R * exp (-√(2 * (Ip - ε)) * (r - R)) := by
  have hp : 0 < 2 * (Ip - ε) := by linarith
  refine decay_bound (sqrt_pos.2 hp) h (fun x hx => ?_) hlim hr
  rw [sq_sqrt hp.le]
  nlinarith [mul_nonneg (sub_nonneg.2 (hV x hx)) (hu x hx), heq x hx]
```

If instead \(V\to0\), fix \(\kappa>0\) with \(\kappa^2<2I_p\). Since \(\kappa^2/2-I_p<0\), there is a radius \(A\) beyond which \(V>\kappa^2/2-I_p\), so that \(u''\ge\kappa^2u\). The proof takes \(R_0=\max(R,A)\) and restarts `decay_bound` at each \(s\ge R_0\). The theorem states that \(u(r)\le u(s)e^{-\kappa(r-s)}\) whenever \(R_0\le s\le r\). It asserts that \(R_0\) exists, depending on \(\kappa\), and gives no formula for it.

```lean
/-- For a nonnegative solution of the radial equation with `u → 0` and `V → 0`, and any
`κ > 0` with `κ² < 2 Ip`, there is a radius `R₀ ≥ R` such that
`u(r) ≤ u(s) exp(-κ (r - s))` whenever `R₀ ≤ s ≤ r`. -/
theorem dyson_asymptotic_decay {Ip κ : ℝ} (hκ : 0 < κ) (hI : κ ^ 2 < 2 * Ip)
    (h : RadialProfile u u' u'' R) (heq : SolvesRadialDyson V Ip u u'' R)
    (hV : Tendsto V atTop (𝓝 0)) (hu : ∀ r, R < r → 0 ≤ u r)
    (hlim : Tendsto u atTop (𝓝 0)) :
    ∃ R₀, R ≤ R₀ ∧ ∀ s r, R₀ ≤ s → s ≤ r → u r ≤ u s * exp (-κ * (r - s)) := by
  have hneg : κ ^ 2 / 2 - Ip < 0 := by linarith
  obtain ⟨A, hA⟩ := eventually_atTop.1 (hV.eventually (lt_mem_nhds hneg))
  refine ⟨max R A, le_max_left _ _, fun s r hs hr => ?_⟩
  have hR : R ≤ s := (le_max_left _ _).trans hs
  have hAs : A ≤ s := (le_max_right _ _).trans hs
  refine decay_bound (u' := u') (u'' := u'') hκ ⟨h.cont.mono (Ici_subset_Ici.2 hR),
    fun x hx => h.d1 x (hR.trans_lt hx), fun x hx => h.d2 x (hR.trans_lt hx)⟩
    (fun x hx => ?_) hlim hr
  have h1 : κ ^ 2 / 2 - Ip < V x := hA x (hAs.trans hx.le)
  nlinarith [mul_nonneg (sub_nonneg.2 h1.le) (hu x (hR.trans_lt hx)), heq x (hR.trans_lt hx)]
```

Q: Is the strict inequality \(\kappa^2<2I_p\) an artefact of the method?

A: No, and your own example shows it. `dyson_witness` takes \(u=re^{-r}\), \(V=-1/r\), \(I_p=\tfrac12\), \(R=1\). With \(u'=(1-r)e^{-r}\) and \(u''=(r-2)e^{-r}\),
\[ -\tfrac12(r-2)e^{-r}-e^{-r}=-\tfrac12\,re^{-r}, \]
so the equation holds; also \(u\ge0\), \(u\to0\) and \(V\to0\), which are the hypotheses of `dyson_asymptotic_decay` on \(u\) and \(V\). The last clause says that no constant \(C\) has \(re^{-r}\le Ce^{-r}\) for all \(r\ge1\); the proof evaluates at `max 1 (C + 1)` and cancels the exponential. At \(\kappa=1\) the inequality \(u(r)\le u(s)e^{-(r-s)}\) would read \(r\le s\), which fails for every \(r>s\). The Coulomb tail supplies a power-law prefactor that the theorems do not describe. A lower bound for \(V\to0\) is not stated as a theorem here, although the same argument with `decay_lower_bound` gives \(u(r)\ge u(s)e^{-\kappa(r-s)}\) beyond some radius for every \(\kappa>0\) with \(\kappa^2>2I_p\).

```lean
/-- The function `r exp(-r)` with `V = -1/r`, `Ip = 1/2`, `R = 1` solves the radial
equation, is nonnegative, and tends to zero along with `V`, yet is not bounded by any
`C exp(-r)` on `r ≥ 1`. -/
theorem dyson_witness :
    RadialProfile hydrogenic (fun r => (1 - r) * exp (-r)) (fun r => (r - 2) * exp (-r)) 1 ∧
    SolvesRadialDyson coulomb (1 / 2) hydrogenic (fun r => (r - 2) * exp (-r)) 1 ∧
    Tendsto coulomb atTop (𝓝 0) ∧ (∀ r, 1 < r → 0 ≤ hydrogenic r) ∧
    Tendsto hydrogenic atTop (𝓝 0) ∧
    ¬ ∃ C : ℝ, ∀ r, 1 ≤ r → hydrogenic r ≤ C * exp (-r) := by
  have he : ∀ x : ℝ, HasDerivAt (fun y => exp (-y)) (-exp (-x)) x :=
    fun x => (hasDerivAt_id' x).fun_neg.exp.congr_deriv (by simp)
  refine ⟨⟨?_, fun x _ => ?_, fun x _ => ?_⟩, fun r hr => ?_, ?_, fun r hr => ?_, ?_, ?_⟩
  · show ContinuousOn (fun r : ℝ => r * exp (-r)) (Ici 1)
    fun_prop
  · show HasDerivAt (fun r : ℝ => r * exp (-r)) ((1 - x) * exp (-x)) x
    exact ((hasDerivAt_id' x).fun_mul (he x)).congr_deriv (by ring)
  · show HasDerivAt (fun r : ℝ => (1 - r) * exp (-r)) ((x - 2) * exp (-x)) x
    exact (((hasDerivAt_id' x).const_sub 1).fun_mul (he x)).congr_deriv (by ring)
  · show -(1 / 2) * ((r - 2) * exp (-r)) + -1 / r * (r * exp (-r)) = -(1 / 2) * (r * exp (-r))
    have h0 : r ≠ 0 := by linarith
    have h1 : -1 / r * (r * exp (-r)) = -exp (-r) := by field_simp
    rw [h1]; ring
  · exact tendsto_const_nhds.div_atTop tendsto_id
  · exact mul_nonneg (by linarith) (exp_pos _).le
  · show Tendsto (fun r : ℝ => r * exp (-r)) atTop (𝓝 0)
    simpa only [pow_one] using tendsto_pow_mul_exp_neg_atTop_nhds_zero 1
  · rintro ⟨C, hC⟩
    have h1 := le_of_mul_le_mul_right (hC (max 1 (C + 1)) (le_max_left _ _)) (exp_pos _)
    linarith [le_max_right 1 (C + 1)]

end

end DysonOrbitalDecay
```

```lean
#print axioms DysonOrbitalDecay.decay_lower_bound
#print axioms DysonOrbitalDecay.dyson_decay_bound
#print axioms DysonOrbitalDecay.dyson_asymptotic_decay
```

```
'DysonOrbitalDecay.decay_lower_bound' depends on axioms: [propext, Classical.choice, Quot.sound]
'DysonOrbitalDecay.dyson_decay_bound' depends on axioms: [propext, Classical.choice, Quot.sound]
'DysonOrbitalDecay.dyson_asymptotic_decay' depends on axioms: [propext, Classical.choice, Quot.sound]
```

Q: What do I do with this when choosing a grid cutoff?

A: Suppose the local potential obeys \(V\ge-Z/r\) beyond \(R\) for some constant \(Z>0\). For hydrogen \(Z=1\). For a many-electron ion, penetration of its charge cloud and polarization can make the attraction stronger than that of the net charge, and \(Z\) must then be taken larger than that charge. Beyond \(R\) take \(\varepsilon=Z/R\), which requires \(R>Z/I_p\), the turning point of the pure Coulomb tail. Squaring the bound, which \(u\ge0\) permits, and integrating gives
\[ \int_R^\infty u^2\,dr\le\frac{u(R)^2}{2k},\qquad k=\sqrt{2\left(I_p-Z/R\right)}. \]
For normalised hydrogen at \(R=8\), \(k=\sqrt3/2\) and \(u(R)^2=256\,e^{-16}\), so the lost norm is at most \(256\,e^{-16}/\sqrt3\approx148\,e^{-16}\), just above the exact \(145\,e^{-16}\). A radial solver can enlarge \(R\) until \(u(R)^2/2k\) falls below its tolerance, provided \(u(R)\) is the value of the untruncated solution. The intermediate result \(u'/u\le-k\), valid where \(u>0\), is a check on the logarithmic derivative used to start an inward integration. The tail integral, these numbers and the comments on nonlocal exchange are ordinary reasoning added to the theorems and are not among them.
